# Reversing overlaps forces a map to be antilinear and norm-preserving

Time reversal in quantum mechanics exchanges the two sides of every overlap. This rule does not single out time reversal among maps, but it already fixes how a map treats sums and scalar factors, so that its value on a finite superposition follows from its values on the terms.

## The claim and its derivation

Let E and F be complex inner-product spaces, with ⟨x, y⟩ linear in y and conjugate-linear in x. Write c̄ for the conjugate of c. A function T : E → F satisfies

⟨Tx, Ty⟩ = ⟨y, x⟩ for all x, y

if and only if it is additive, satisfies T(cx) = c̄ Tx, and preserves norms.

Assume the overlap rule. For additivity, put s = x + y and d = Ts − Tx − Ty. Expanding ⟨d, d⟩ and applying the rule to each term gives

⟨d, d⟩ = ⟨s, s⟩ − ⟨x, s⟩ − ⟨y, s⟩ − ⟨s, x⟩ − ⟨s, y⟩ + ⟨x, x⟩ + ⟨y, x⟩ + ⟨x, y⟩ + ⟨y, y⟩
= ⟨s, s⟩ − ⟨s, s⟩ − ⟨s, s⟩ + ⟨s, s⟩ = 0.

Hence d = 0. For a scalar factor, put d = T(cx) − c̄ Tx:

⟨d, d⟩ = ⟨T(cx), T(cx)⟩ − c̄⟨T(cx), Tx⟩ − c⟨Tx, T(cx)⟩ + c c̄⟨Tx, Tx⟩
= ⟨cx, cx⟩ − c̄⟨x, cx⟩ − c⟨cx, x⟩ + |c|²⟨x, x⟩
= |c|²(1 − 1 − 1 + 1)‖x‖² = 0.

It is easy to slip in the third term: c̄ leaves the first slot conjugated once more, as c. Setting y = x in the rule gives ‖Tx‖ = ‖x‖.

Conversely, assume the three properties. Then ‖Tx + Ty‖ = ‖T(x + y)‖ = ‖x + y‖, and

‖x + y‖² = ‖x‖² + 2 Re⟨x, y⟩ + ‖y‖²,

so Re⟨Tx, Ty⟩ = Re⟨x, y⟩. Now replace x by ix. Since T(ix) = −i Tx,

Re(i⟨Tx, Ty⟩) = Re(−i⟨x, y⟩),

which says −Im⟨Tx, Ty⟩ = Im⟨x, y⟩. Together the two parts give ⟨Tx, Ty⟩ = conj⟨x, y⟩ = ⟨y, x⟩.

## The formal development

The spaces may have any dimension and need not be complete.

In Lean 4 with Mathlib:

```lean
import Mathlib

open ComplexConjugate

namespace AntiunitaryMaps

noncomputable section

variable {E F : Type*} [NormedAddCommGroup E] [InnerProductSpace ℂ E]
  [NormedAddCommGroup F] [InnerProductSpace ℂ F]
```

`inner ℂ x y` is ⟨x, y⟩, with the convention above. The definition takes a bare function and quantifies over all vectors, normalised or not.

```lean
/-- A function between complex inner-product spaces reverses overlaps if
`⟪T x, T y⟫ = ⟪y, x⟫` for all vectors `x` and `y`. -/
def ReversesInner (T : E → F) : Prop :=
  ∀ x y : E, inner ℂ (T x) (T y) = inner ℂ y x
```

One could instead model T as a bundled conjugate-linear isometry. Additivity and conjugate-homogeneity would then be part of the data, and the first half of the claim would be assumed. Neither version requires T to be surjective, as an antiunitary operator must be.

In the next proof, `key` is the statement ⟨d, d⟩ = 0. `simp only` expands the product and applies the overlap rule, `ring` cancels the terms, and the last line passes from ⟨d, d⟩ = 0 to d = 0.

```lean
/-- A function that reverses overlaps maps a sum of two vectors to the sum of their images. -/
theorem ReversesInner.map_add {T : E → F} (h : ReversesInner T) (x y : E) :
    T (x + y) = T x + T y := by
  have h' : ∀ x y : E, inner ℂ (T x) (T y) = inner ℂ y x := h
  -- the defect of additivity has zero overlap with itself
  have key : inner ℂ (T (x + y) - (T x + T y)) (T (x + y) - (T x + T y)) = 0 := by
    simp only [inner_sub_left, inner_sub_right, inner_add_left, inner_add_right, h']
    ring
  exact sub_eq_zero.mp (inner_self_eq_zero.mp key)
```

The scalar case has the same structure; `Complex.conj_conj` handles the double conjugation.

```lean
/-- A function that reverses overlaps takes a scalar factor out as its complex conjugate. -/
theorem ReversesInner.map_smul {T : E → F} (h : ReversesInner T) (c : ℂ) (x : E) :
    T (c • x) = conj c • T x := by
  have h' : ∀ x y : E, inner ℂ (T x) (T y) = inner ℂ y x := h
  -- the defect of conjugate-homogeneity has zero overlap with itself
  have key : inner ℂ (T (c • x) - conj c • T x) (T (c • x) - conj c • T x) = 0 := by
    simp only [inner_sub_left, inner_sub_right, inner_smul_left, inner_smul_right, h',
      Complex.conj_conj]
    ring
  exact sub_eq_zero.mp (inner_self_eq_zero.mp key)
```

Norm preservation is the diagonal case `h x x`.

```lean
/-- A function that reverses overlaps preserves the norm of every vector. -/
theorem ReversesInner.norm_map {T : E → F} (h : ReversesInner T) (x : E) :
    ‖T x‖ = ‖x‖ := by
  rw [norm_eq_sqrt_re_inner (𝕜 := ℂ) (T x), norm_eq_sqrt_re_inner (𝕜 := ℂ) x, h x x]
```

The equivalence collects these results in one direction. In the other, `hre` is the equality of real parts, and `h3` is its instance at ix. `Complex.ext` then compares real and imaginary parts.

```lean
/-- A function between complex inner-product spaces reverses overlaps if and only if it is
additive, conjugate-homogeneous and norm-preserving. -/
theorem reversesInner_iff (T : E → F) :
    ReversesInner T ↔
      (∀ x y, T (x + y) = T x + T y) ∧ (∀ (c : ℂ) x, T (c • x) = conj c • T x) ∧
        ∀ x, ‖T x‖ = ‖x‖ := by
  constructor
  · intro h
    exact ⟨h.map_add, h.map_smul, h.norm_map⟩
  · rintro ⟨hadd, hsmul, hnorm⟩
    -- the norm of a sum determines the real part of the overlap
    have hre : ∀ x y : E, (inner ℂ (T x) (T y)).re = (inner ℂ x y).re := by
      intro x y
      have h1 := norm_add_sq (𝕜 := ℂ) (T x) (T y)
      have h2 := norm_add_sq (𝕜 := ℂ) x y
      simp only [← hadd, hnorm, RCLike.re_eq_complex_re] at h1 h2
      linarith
    intro x y
    -- multiplying one vector by `i` gives the imaginary part, with reversed sign
    have h3 := hre (Complex.I • x) y
    rw [hsmul, inner_smul_left, inner_smul_left] at h3
    simp only [map_neg, neg_neg, Complex.conj_I, Complex.mul_re, Complex.neg_re,
      Complex.neg_im, Complex.I_re, Complex.I_im] at h3
    rw [← inner_conj_symm y x]
    apply Complex.ext
    · rw [Complex.conj_re]
      exact hre x y
    · rw [Complex.conj_im]
      linarith
```

For a finite superposition, induction adds one term at a time. The empty sum needs T0 = 0, which follows from ‖T0‖ = ‖0‖.

```lean
/-- A function that reverses overlaps sends a finite superposition to the superposition of the
images with complex-conjugated amplitudes. -/
theorem ReversesInner.map_superposition {T : E → F} (h : ReversesInner T)
    {ι : Type*} (s : Finset ι) (c : ι → ℂ) (e : ι → E) :
    T (∑ i ∈ s, c i • e i) = ∑ i ∈ s, conj (c i) • T (e i) := by
  classical
  induction s using Finset.induction_on with
  | empty =>
    have h0 : ‖T 0‖ = 0 := by rw [h.norm_map, norm_zero]
    simpa using h0
  | insert a s ha ih =>
    rw [Finset.sum_insert ha, Finset.sum_insert ha, h.map_add, h.map_smul, ih]
```

The vectors `e i` need not be orthogonal or independent. If the e i form a finite basis of a space that T maps into itself, let column i of a matrix U hold the coordinates of T(e i) in that basis. Then T acts on the amplitude vector c as U c̄: conjugate first, then multiply.

For a single spin one-half in an orthonormal basis, time reversal has U with rows (0, −1) and (1, 0), up to an overall phase fixed by convention. The overlap rule alone does not select this U (plain conjugation of the amplitudes also obeys it); what is checked below is that this map satisfies the rule.

```lean
/-- The map `(a, b) ↦ (-conj b, conj a)` on the two amplitudes of a spin one-half. -/
def spinReversal (x : EuclideanSpace ℂ (Fin 2)) : EuclideanSpace ℂ (Fin 2) :=
  !₂[-conj (x 1), conj (x 0)]
```

With x = (a, b) and y = (p, q), both sides of the overlap rule equal a p̄ + b q̄. The proof expands the two-component sums and rearranges them.

```lean
/-- The spin one-half map `(a, b) ↦ (-conj b, conj a)` reverses overlaps. -/
theorem spinReversal_witness : ReversesInner spinReversal := by
  intro x y
  simp [spinReversal, PiLp.inner_apply, Fin.sum_univ_two]
  ring
```

Suppose the hypothesis is weakened to |⟨Tx, Ty⟩| = |⟨x, y⟩|, which for unit vectors keeps only the transition probabilities. A sign change on one vector of ℂ is then allowed. It leaves the physical state as it was, but it spoils additivity on vectors.

```lean
open Classical in
/-- The map on the one-dimensional space `ℂ` that changes the sign of the vector `1` and leaves
every other vector alone. -/
def flipOne (z : ℂ) : ℂ := if z = 1 then -1 else z
```

Every overlap modulus on ℂ is |z||w|, and `hn` shows that the flip preserves |z|. Additivity fails at 1 + 1: the image of the sum is 2, while the sum of the images is −2.

```lean
/-- The map `flipOne` preserves the modulus of every overlap, yet it is not additive. -/
theorem modulus_not_sufficient :
    (∀ z w : ℂ, ‖inner ℂ (flipOne z) (flipOne w)‖ = ‖inner ℂ z w‖) ∧
      ¬ ∀ z w : ℂ, flipOne (z + w) = flipOne z + flipOne w := by
  constructor
  · have hn : ∀ z : ℂ, ‖flipOne z‖ = ‖z‖ := by
      intro z
      unfold flipOne
      split_ifs with hz
      · rw [hz, norm_neg]
      · rfl
    intro z w
    simp [RCLike.inner_apply, hn]
  · intro hadd
    -- additivity fails for the sum `1 + 1`
    have h := hadd 1 1
    have h2 : (1 + 1 : ℂ) ≠ 1 := by norm_num
    have ha : flipOne (1 + 1) = 1 + 1 := if_neg h2
    have hb : flipOne 1 = -1 := if_pos rfl
    rw [ha, hb] at h
    norm_num at h

end

end AntiunitaryMaps
```

```lean
#print axioms AntiunitaryMaps.ReversesInner.norm_map
#print axioms AntiunitaryMaps.reversesInner_iff
#print axioms AntiunitaryMaps.ReversesInner.map_superposition
#print axioms AntiunitaryMaps.modulus_not_sufficient
```

```
'AntiunitaryMaps.ReversesInner.norm_map' depends on axioms: [propext, Classical.choice, Quot.sound]
'AntiunitaryMaps.reversesInner_iff' depends on axioms: [propext, Classical.choice, Quot.sound]
'AntiunitaryMaps.ReversesInner.map_superposition' depends on axioms: [propext, Classical.choice, Quot.sound]
'AntiunitaryMaps.modulus_not_sufficient' depends on axioms: [propext, Classical.choice, Quot.sound]
```
